# Off-centring by core polarization: the sign of \(K-aA^\dagger A\) at a field-free site

## One ion on a spring

An ion moves along a line. A spring of constant \(k\) holds it at \(x=0\), where the electric field at its core vanishes by symmetry. When the ion is displaced by \(x\), its core feels a field \(gx\). A core of polarizability \(a\) then gains the polarization energy \(-a(gx)^2/2\), so the total is

\[
E(x)=\tfrac12kx^2-\tfrac12a(gx)^2=\tfrac12\,(k-ag^2)\,x^2 .
\]

Polarization lowers the spring constant from \(k\) to \(k-ag^2\). If \(ag^2<k\), the centre is still a minimum. If \(ag^2>k\), the ion lowers its energy by leaving the centre in either direction.

## Several coordinates and a nonlinear field

Let \(x\) be a vector of displacements, \(K\) the stiffness without core polarization, and \(F(x)\) the field at the core. The energy is

\[
E(x)=\tfrac12\langle x,Kx\rangle-\tfrac12a\|F(x)\|^2 .
\]

The field need not be linear. It vanishes at the centred site, \(F(0)=0\), and has a derivative \(A\) there. With \(A^\dagger\) the adjoint of \(A\) (the transpose in orthonormal coordinates), the softened stiffness is

\[
S=K-aA^\dagger A .
\]

If \(S\) is positive definite and there are finitely many coordinates, the centred site is a strict local minimum. If \(S\) has a negative eigenvalue, it is not a local minimum.

The second term of \(E\) has the form of a core polarization potential, as added to effective core potentials. There the field includes that of the valence electrons and is an operator, whose mean square need not vanish where its mean does. Here the field is a prescribed function of a classical displacement, and the result tells when such a term destabilizes a symmetric site. \(K\) must then leave out the core polarization, or it is counted twice, and if the field is damped at short range, \(A\) is the derivative of the damped field.

## From the field's derivative to the sign of the energy

**The quadratic form.** For every \(v\),

\[
\langle v,Sv\rangle=\langle v,Kv\rangle-a\langle v,A^\dagger Av\rangle=\langle v,Kv\rangle-a\|Av\|^2 .
\]

**The expansion.** Since \(F(0)=0\), differentiability says \(F(x)-Ax=o(\|x\|)\). Hence \(F(x)+Ax=(F(x)-Ax)+2Ax=O(\|x\|)\), and

\[
\|F(x)\|^2-\|Ax\|^2=\langle F(x)-Ax,\;F(x)+Ax\rangle=o(\|x\|^2)
\]

by the Cauchy–Schwarz inequality. Multiplying by \(-a/2\) gives

\[
E(x)=\tfrac12\langle x,Sx\rangle+o(\|x\|^2).
\]

No second derivative of \(F\) is needed.

**Positive definite \(S\).** If there is at least one coordinate, the continuous function \(\langle u,Su\rangle\) attains a minimum \(c>0\) on the compact unit sphere. Scaling gives \(\langle x,Sx\rangle\ge c\|x\|^2\). Close to the centre the remainder is at most \(\tfrac c4\|x\|^2\) in size, so for \(x\ne0\)

\[
E(x)\ge\tfrac c2\|x\|^2-\tfrac c4\|x\|^2=\tfrac c4\|x\|^2>0=E(0).
\]

**Negative curvature.** Let \(q=\langle v,Sv\rangle<0\). For small \(t\ne0\) the remainder at \(tv\) is at most \(-\tfrac q4t^2\) in size, so

\[
E(tv)\le\tfrac q2t^2-\tfrac q4t^2=\tfrac q4t^2<0 .
\]

An eigenvector \(v\) with eigenvalue \(\mu<0\) has \(q=\mu\|v\|^2<0\), which rules out a local minimum.

**Isotropic site.** If \(K=k\,\mathrm{id}\) and \(\|Av\|=g\|v\|\) for all \(v\), then \(\langle v,Sv\rangle=(k-ag^2)\|v\|^2\). The threshold \(ag^2=k\) of the one-dimensional case returns, now for all directions at once. For one core free to move in three dimensions, fixed charges outside the core can't produce such a field with \(g\ne0\): their field has no divergence and no curl, so \(A\) is symmetric with trace zero, and \(\|Av\|=g\|v\|\) for all \(v\) then forces \(g=0\). A charge density that overlaps the core, or a damped field, can give \(g\ne0\). For displacements confined to a plane, fixed outside charges can do so too.

## Why the field must vanish at the centre

It is not enough that the force on the ion vanishes there. Take one coordinate, \(K=a=1\) and \(F(x)=1+x^2\). Then \(A=0\) and \(S=1\) is positive definite, but

\[
E(x)=\tfrac12x^2-\tfrac12(1+x^2)^2=-\tfrac12-\tfrac12x^2-\tfrac12x^4
\]

has a maximum at \(0\). A residual field couples to the second-order part of \(F\), which \(S\) doesn't contain.

## The statement in Lean

Displacements live in `V` and fields in `W`, both real inner product spaces, complete so that \(A^\dagger\) exists (automatic in finite dimension). For \(n\) coordinates and one core, take `EuclideanSpace ℝ (Fin n)` and `EuclideanSpace ℝ (Fin 3)`. A larger `W` holds the fields at several cores of equal polarizability whose induced dipoles don't interact.

- `energy K a F x` is \(E(x)\), in units where the polarization energy is \(-a\|F\|^2/2\).
- `softened K a A` is \(S\).
- `hF0` and `hF` say that \(F(0)=0\) and that \(F\) has derivative \(A\) at \(0\). Nothing is assumed about differentiability elsewhere.
- `∀ᶠ x in 𝓝[≠] (0 : V)` means "for all \(x\ne0\) close enough to \(0\)". With the strict inequality after it, this is a strict local minimum.
- `¬ IsLocalMin (energy K a F) 0` is the off-centring statement. It doesn't say where the ion goes, or that a displaced minimum exists.

In the physical model \(K\) is symmetric and \(a>0\), but the theorems use neither. Finite dimension is assumed for the minimum and the isotropic site, not for off-centring. The elastic energy is purely harmonic, and the field is a given function of the displacement, so nothing outside the coordinates \(x\) responds to the induced dipole. If \(\langle v,Sv\rangle\) is never negative but vanishes for some \(v\ne0\), the theorems don't decide.

```lean
import Mathlib

open Filter Topology Asymptotics

namespace CorePolarizationOffCentring

noncomputable section

variable {V W : Type*} [NormedAddCommGroup V] [InnerProductSpace ℝ V]
  [NormedAddCommGroup W] [InnerProductSpace ℝ W]

/-- Energy of a displacement `x`: elastic energy with stiffness `K`, minus the polarization
energy of a core of polarizability `a` in the field `F x`. -/
def energy (K : V →L[ℝ] V) (a : ℝ) (F : V → W) (x : V) : ℝ :=
  inner ℝ x (K x) / 2 - a * ‖F x‖ ^ 2 / 2

/-- The stiffness softened by core polarization, `K - a A†A`, where `A` is the linear response
of the field to a displacement. -/
def softened [CompleteSpace V] [CompleteSpace W]
    (K : V →L[ℝ] V) (a : ℝ) (A : V →L[ℝ] W) : V →L[ℝ] V :=
  K - a • ((ContinuousLinearMap.adjoint A).comp A)

/-- The quadratic form of the softened stiffness is the elastic form minus `a` times the squared
linear field. -/
theorem inner_softened [CompleteSpace V] [CompleteSpace W]
    (K : V →L[ℝ] V) (a : ℝ) (A : V →L[ℝ] W) (v : V) :
    inner ℝ v (softened K a A v) = inner ℝ v (K v) - a * ‖A v‖ ^ 2 := by
  have h : softened K a A v = K v - a • (ContinuousLinearMap.adjoint A) (A v) := rfl
  rw [h, inner_sub_right, real_inner_smul_right, ContinuousLinearMap.adjoint_inner_right,
    real_inner_self_eq_norm_sq]

/-- If the field vanishes at the centred site and has derivative `A` there, the energy equals half
the quadratic form of the softened stiffness up to terms smaller than second order. -/
theorem energy_expansion [CompleteSpace V] [CompleteSpace W]
    (K : V →L[ℝ] V) (a : ℝ) {F : V → W} {A : V →L[ℝ] W}
    (hF0 : F 0 = 0) (hF : HasFDerivAt F A 0) :
    (fun x => energy K a F x - inner ℝ x (softened K a A x) / 2)
      =o[𝓝 0] (fun x : V => ‖x‖ ^ 2) := by
  have h1 : (fun x => F x - A x) =o[𝓝 0] (fun x : V => x) := by
    simpa [hF0] using hasFDerivAt_iff_isLittleO_nhds_zero.1 hF
  have hA : (fun x => A x) =O[𝓝 0] (fun x : V => x) := A.isBigO_id (𝓝 0)
  have h2 : (fun x => F x + A x) =O[𝓝 0] (fun x : V => x) := by
    refine (h1.isBigO.add (hA.add hA)).congr_left fun x => ?_
    show F x - A x + (A x + A x) = F x + A x
    abel
  have h3 : (fun x => ‖F x - A x‖ * ‖F x + A x‖) =o[𝓝 0] (fun x : V => ‖x‖ * ‖x‖) :=
    h1.norm_norm.mul_isBigO h2.norm_norm
  -- the error is the inner product of a small factor and a linearly bounded factor
  have h4 : (fun x => (inner ℝ (F x - A x) (F x + A x) : ℝ))
      =o[𝓝 0] (fun x : V => ‖x‖ * ‖x‖) := by
    refine (IsBigO.of_bound 1 (Eventually.of_forall fun x => ?_)).trans_isLittleO h3
    rw [one_mul, norm_mul, norm_norm, norm_norm]
    exact norm_inner_le_norm _ _
  refine (h4.const_mul_left (-(a / 2))).congr (fun x => ?_) (fun x => (sq ‖x‖).symm)
  rw [inner_softened, energy, inner_sub_left, inner_add_right, inner_add_right,
    real_inner_self_eq_norm_sq, real_inner_self_eq_norm_sq, real_inner_comm (F x) (A x)]
  ring

/-- In finite dimension the quadratic form of a positive definite stiffness is at least
`c * ‖x‖ ^ 2` for some constant `c > 0`. -/
theorem exists_restoring_constant [FiniteDimensional ℝ V] (S : V →L[ℝ] V)
    (hS : ∀ v, v ≠ 0 → 0 < inner ℝ v (S v)) :
    ∃ c : ℝ, 0 < c ∧ ∀ x, c * ‖x‖ ^ 2 ≤ inner ℝ x (S x) := by
  have : ProperSpace V := FiniteDimensional.proper ℝ V
  have unit : ∀ x : V, x ≠ 0 → ‖x‖⁻¹ • x ∈ Metric.sphere (0 : V) 1 := by
    intro x hx
    rw [mem_sphere_zero_iff_norm, norm_smul, norm_inv, norm_norm,
      inv_mul_cancel₀ (norm_ne_zero_iff.2 hx)]
  rcases (Metric.sphere (0 : V) 1).eq_empty_or_nonempty with he | hne
  · refine ⟨1, one_pos, fun x => ?_⟩
    by_cases hx : x = 0
    · simp [hx]
    · have h := unit x hx
      rw [he] at h
      exact h.elim
  · -- the quadratic form attains its minimum on the compact unit sphere
    have hc : Continuous (fun x : V => (inner ℝ x (S x) : ℝ)) :=
      continuous_id.inner S.continuous
    obtain ⟨u, hu, hmin⟩ := (isCompact_sphere (0 : V) 1).exists_isMinOn hne hc.continuousOn
    have hu0 : u ≠ 0 := by
      rintro rfl
      simp at hu
    refine ⟨inner ℝ u (S u), hS u hu0, fun x => ?_⟩
    by_cases hx : x = 0
    · simp [hx]
    · have h1 : (inner ℝ u (S u) : ℝ) ≤ inner ℝ (‖x‖⁻¹ • x) (S (‖x‖⁻¹ • x)) :=
        isMinOn_iff.1 hmin _ (unit x hx)
      rw [map_smul, real_inner_smul_left, real_inner_smul_right] at h1
      have hr : ‖x‖ ≠ 0 := norm_ne_zero_iff.2 hx
      calc (inner ℝ u (S u) : ℝ) * ‖x‖ ^ 2
          ≤ (‖x‖⁻¹ * (‖x‖⁻¹ * inner ℝ x (S x))) * ‖x‖ ^ 2 :=
            mul_le_mul_of_nonneg_right h1 (sq_nonneg _)
        _ = inner ℝ x (S x) := by field_simp

/-- For finitely many displacement coordinates and a field that vanishes at the centred site with
derivative `A`, that site is a strict local minimum if `K - a A†A` is positive definite. -/
theorem centred_of_posDef [FiniteDimensional ℝ V] [CompleteSpace V] [CompleteSpace W]
    (K : V →L[ℝ] V) (a : ℝ) {F : V → W} {A : V →L[ℝ] W}
    (hF0 : F 0 = 0) (hF : HasFDerivAt F A 0)
    (hS : ∀ v, v ≠ 0 → 0 < inner ℝ v (softened K a A v)) :
    ∀ᶠ x in 𝓝[≠] (0 : V), energy K a F 0 < energy K a F x := by
  obtain ⟨c, hc, hb⟩ := exists_restoring_constant _ hS
  have h := (energy_expansion K a hF0 hF).def (show 0 < c / 4 by positivity)
  filter_upwards [h.filter_mono nhdsWithin_le_nhds, self_mem_nhdsWithin] with x hx hx0
  have hpos : 0 < ‖x‖ := norm_pos_iff.2 hx0
  have h0 : energy K a F 0 = 0 := by simp [energy, hF0]
  rw [Real.norm_eq_abs, Real.norm_eq_abs, abs_of_nonneg (sq_nonneg ‖x‖)] at hx
  have h1 := (abs_le.1 hx).1
  have h2 := hb x
  have h3 : 0 < c * ‖x‖ ^ 2 := by positivity
  rw [h0]
  linarith

/-- If the field vanishes at the centred site with derivative `A`, and `K - a A†A` has negative
curvature along `v`, then small displacements along `v` of either sign lower the energy. -/
theorem energy_lowered_along [CompleteSpace V] [CompleteSpace W]
    (K : V →L[ℝ] V) (a : ℝ) {F : V → W} {A : V →L[ℝ] W}
    (hF0 : F 0 = 0) (hF : HasFDerivAt F A 0) {v : V}
    (hv : inner ℝ v (softened K a A v) < 0) :
    ∀ᶠ t in 𝓝[≠] (0 : ℝ), energy K a F (t • v) < energy K a F 0 := by
  have hv0 : v ≠ 0 := by
    rintro rfl
    simp at hv
  have hn : 0 < ‖v‖ := norm_pos_iff.2 hv0
  set q : ℝ := inner ℝ v (softened K a A v) with hq
  have hε : 0 < -q / (4 * ‖v‖ ^ 2) := div_pos (by linarith) (by positivity)
  have ht : Tendsto (fun t : ℝ => t • v) (𝓝 0) (𝓝 0) := by
    have hc : Continuous (fun t : ℝ => t • v) := continuous_id.smul continuous_const
    simpa using hc.tendsto 0
  have h := ht.eventually ((energy_expansion K a hF0 hF).def hε)
  filter_upwards [h.filter_mono nhdsWithin_le_nhds, self_mem_nhdsWithin] with t hx ht0
  have h0 : energy K a F 0 = 0 := by simp [energy, hF0]
  have ht1 : t ≠ 0 := ht0
  have ht2 : 0 < t ^ 2 := by positivity
  rw [Real.norm_eq_abs, Real.norm_eq_abs, abs_of_nonneg (sq_nonneg ‖t • v‖), map_smul,
    real_inner_smul_left, real_inner_smul_right, ← hq, norm_smul, mul_pow,
    Real.norm_eq_abs, sq_abs] at hx
  have h1 := (abs_le.1 hx).2
  have h2 : -q / (4 * ‖v‖ ^ 2) * (t ^ 2 * ‖v‖ ^ 2) = -(t ^ 2 * q) / 4 := by
    field_simp
  have h3 : t ^ 2 * q < 0 := mul_neg_of_pos_of_neg ht2 hv
  rw [h2] at h1
  rw [h0]
  linarith


/-- Off-centring: if the field vanishes at the centred site with derivative `A`, and `K - a A†A`
has a negative eigenvalue, the centred site is not a local minimum of the energy. -/
theorem off_centred_of_neg_eigenvalue [CompleteSpace V] [CompleteSpace W]
    (K : V →L[ℝ] V) (a : ℝ) {F : V → W} {A : V →L[ℝ] W}
    (hF0 : F 0 = 0) (hF : HasFDerivAt F A 0) {v : V} {μ : ℝ}
    (hv : v ≠ 0) (hμ : μ < 0) (heig : softened K a A v = μ • v) :
    ¬ IsLocalMin (energy K a F) 0 := by
  intro hmin
  have hneg : inner ℝ v (softened K a A v) < 0 := by
    rw [heig, real_inner_smul_right, real_inner_self_eq_norm_sq]
    exact mul_neg_of_neg_of_pos hμ (pow_pos (norm_pos_iff.2 hv) 2)
  have ht : Tendsto (fun t : ℝ => t • v) (𝓝 0) (𝓝 0) := by
    have hc : Continuous (fun t : ℝ => t • v) := continuous_id.smul continuous_const
    simpa using hc.tendsto 0
  have h1 : ∀ᶠ t in 𝓝 (0 : ℝ), energy K a F 0 ≤ energy K a F (t • v) := ht.eventually hmin
  obtain ⟨t, h2, h3⟩ := ((h1.filter_mono nhdsWithin_le_nhds).and
    (energy_lowered_along K a hF0 hF hneg)).exists
  exact not_lt_of_ge h2 h3

/-- Isotropic site with spring constant `k` and a field that vanishes at the centre and grows there
as `g` times the displacement: the centre is a strict local minimum if `a g² < k`, and every
direction lowers the energy if `a g² > k`. -/
theorem isotropic_threshold [FiniteDimensional ℝ V] [CompleteSpace V] [CompleteSpace W]
    (k a g : ℝ) {F : V → W} {A : V →L[ℝ] W}
    (hF0 : F 0 = 0) (hF : HasFDerivAt F A 0) (hA : ∀ v, ‖A v‖ = g * ‖v‖) :
    (a * g ^ 2 < k → ∀ᶠ x in 𝓝[≠] (0 : V),
      energy (k • ContinuousLinearMap.id ℝ V) a F 0
        < energy (k • ContinuousLinearMap.id ℝ V) a F x) ∧
    (k < a * g ^ 2 → ∀ v : V, v ≠ 0 → ∀ᶠ t in 𝓝[≠] (0 : ℝ),
      energy (k • ContinuousLinearMap.id ℝ V) a F (t • v)
        < energy (k • ContinuousLinearMap.id ℝ V) a F 0) := by
  have hq : ∀ v : V, inner ℝ v (softened (k • ContinuousLinearMap.id ℝ V) a A v)
      = (k - a * g ^ 2) * ‖v‖ ^ 2 := by
    intro v
    have hk : (k • ContinuousLinearMap.id ℝ V) v = k • v := rfl
    rw [inner_softened, hk, real_inner_smul_right, real_inner_self_eq_norm_sq, hA]
    ring
  constructor
  · intro h
    refine centred_of_posDef _ a hF0 hF fun v hv => ?_
    rw [hq]
    exact mul_pos (by linarith) (pow_pos (norm_pos_iff.2 hv) 2)
  · intro h v hv
    refine energy_lowered_along _ a hF0 hF ?_
    rw [hq]
    exact mul_neg_of_neg_of_pos (by linarith) (pow_pos (norm_pos_iff.2 hv) 2)


end

end CorePolarizationOffCentring
```

```lean
#print axioms CorePolarizationOffCentring.off_centred_of_neg_eigenvalue
#print axioms CorePolarizationOffCentring.isotropic_threshold
```

```
'CorePolarizationOffCentring.off_centred_of_neg_eigenvalue' depends on axioms: [propext, Classical.choice, Quot.sound]
'CorePolarizationOffCentring.isotropic_threshold' depends on axioms: [propext, Classical.choice, Quot.sound]
```

## What each lemma contributes

`inner_softened` is the formula for the quadratic form. The step \(\langle v,A^\dagger Av\rangle=\|Av\|^2\) is `ContinuousLinearMap.adjoint_inner_right` followed by `real_inner_self_eq_norm_sq`.

`energy_expansion` is the expansion. In it, `h1` is \(F(x)-Ax=o(\|x\|)\) and `h2` is \(F(x)+Ax=O(\|x\|)\). Their norms are multiplied in `h3`, and `h4` passes to the inner product by Cauchy–Schwarz, `norm_inner_le_norm`. The last lines multiply by \(-a/2\) and check that the result is the difference between the energy and half the quadratic form.

`exists_restoring_constant` supplies \(c\). It finds the minimizer `u` with `isCompact_sphere` and compares any nonzero `x` with it after scaling `x` to unit length. If `V` contains only the zero vector, the sphere is empty and the lemma takes \(c=1\).

`centred_of_posDef` applies the expansion with tolerance \(c/4\), through `.def`. The `filter_upwards` step restricts to points that are near \(0\) and different from it, and `linarith` combines the two bounds.

`energy_lowered_along` does the same along the line \(tv\), with tolerance \(-q/(4\|v\|^2)\). Its `h2` turns this into the bound \(-\tfrac q4t^2\).

`off_centred_of_neg_eigenvalue` argues by contradiction. A local minimum would give \(E(0)\le E(tv)\) for all small \(t\), while the previous lemma gives \(E(tv)<E(0)\) for all small \(t\ne0\). `.exists` picks a \(t\) that satisfies both.

`isotropic_threshold` computes the quadratic form in `hq` and passes its sign to `centred_of_posDef` or `energy_lowered_along`.

## The induced dipole as a variable

For \(a>0\) the model could keep the core's dipole \(p\) explicitly:

\[
\mathcal E(x,p)=\tfrac12\langle x,Kx\rangle-\langle p,F(x)\rangle+\tfrac1{2a}\|p\|^2 .
\]

Minimizing over \(p\) gives \(p=aF(x)\) and returns \(E(x)\). The statement would then concern a minimum in the pair \((x,p)\), and \(a>0\) would become a real hypothesis. In exchange, interactions between the dipoles of several cores could be added as further quadratic terms in \(p\), as long as the whole quadratic form in \(p\) stays positive definite. The single number \(a\) would then become a matrix, which depends on \(x\) if the cores move relative to each other.
